# A one-orbital functional minimized only by normalized ground states when $H-\eta$ is negative definite

An orbital is a vector $c$ of real coefficients in a finite orthonormal basis, and the Hamiltonian is a real symmetric matrix $H$ that does not depend on $c$. Write $\langle x,y\rangle=\sum_i x_iy_i$. The number $\eta$ is a chosen energy reference. Requiring $H-\eta$ to be negative definite means placing $\eta$ above every eigenvalue of $H$, including the highest one that the basis produces. The functional is

$$F(c)=(2-\langle c,c\rangle)\,\langle c,(H-\eta)c\rangle .$$

For this non-interacting, single-orbital model, when $\eta$ lies above every eigenvalue of $H$, the minimum of $F$ over all coefficient vectors is the lowest eigenvalue of $H$ minus $\eta$, and it is attained exactly at the normalized ground states. The minimization then needs no normalization constraint.

```lean
import Mathlib

open Matrix

namespace OneOrbitalDirectMinimization

variable {n : Type*} [Fintype n] [DecidableEq n]
```

The type `n` labels the basis functions and is finite. A vector has type `n → ℝ`, one real number per label. In what follows, `⬝ᵥ` is the dot product, `*ᵥ` applies a matrix to a vector, and `•` multiplies by a number.

```lean
/-- The Hamiltonian with its energy zero moved to `η`, that is `H - η`. -/
def shifted (H : Matrix n n ℝ) (η : ℝ) : Matrix n n ℝ := H - η • (1 : Matrix n n ℝ)
```

`shifted H η` is the matrix $H-\eta I$. The same definition is used later with $E_0$ in place of $\eta$.

```lean
/-- The unconstrained one-orbital functional `(2 - ⟨c, c⟩) ⟨c, (H - η) c⟩`. -/
def orbitalFunctional (H : Matrix n n ℝ) (η : ℝ) (c : n → ℝ) : ℝ :=
  (2 - c ⬝ᵥ c) * (c ⬝ᵥ shifted H η *ᵥ c)
```

This is $F(c)$. No norm is prescribed for `c`.

```lean
/-- `E0` is the lowest eigenvalue of `H`. -/
def IsGroundEnergy (H : Matrix n n ℝ) (E0 : ℝ) : Prop :=
  IsLeast {E : ℝ | ∃ v : n → ℝ, v ≠ 0 ∧ H *ᵥ v = E • v} E0
```

The set contains every $E$ for which some $v\neq0$ satisfies $Hv=Ev$. `IsLeast` says that $E_0$ belongs to this set and that no member lies below it. The theorems that mention $E_0$ take this as a hypothesis. It requires at least one basis function, since otherwise there is no nonzero vector.

## Three algebraic facts

```lean
/-- The shifted Hamiltonian acts as `(H - η) c = H c - η c`. -/
theorem shifted_mulVec (H : Matrix n n ℝ) (η : ℝ) (c : n → ℝ) :
    shifted H η *ᵥ c = H *ᵥ c - η • c := by
  simp [shifted, Matrix.sub_mulVec, Matrix.smul_mulVec]
```

In ordinary notation, $(H-\eta)c=Hc-\eta c$.

```lean
omit [DecidableEq n] in
/-- A nonzero orbital has positive squared norm. -/
theorem normSq_pos {x : n → ℝ} (hx : x ≠ 0) : 0 < x ⬝ᵥ x := by
  have h : 0 ≤ x ⬝ᵥ x := Finset.sum_nonneg fun i _ => mul_self_nonneg (x i)
  exact lt_of_le_of_ne h fun h0 => hx (dotProduct_self_eq_zero.mp h0.symm)
```

If $x\neq0$, then $\langle x,x\rangle>0$: a sum of squares is nonnegative, and it vanishes only for the zero vector.

```lean
omit [DecidableEq n] in
/-- Along a line `x + t y` the quadratic form of a symmetric matrix is a quadratic in `t`. -/
theorem form_line {A : Matrix n n ℝ} (hA : A.IsSymm) (x y : n → ℝ) (t : ℝ) :
    (x + t • y) ⬝ᵥ A *ᵥ (x + t • y)
      = x ⬝ᵥ A *ᵥ x + 2 * t * (y ⬝ᵥ A *ᵥ x) + t ^ 2 * (y ⬝ᵥ A *ᵥ y) := by
  have hs : x ⬝ᵥ A *ᵥ y = y ⬝ᵥ A *ᵥ x := by
    rw [Matrix.dotProduct_mulVec, ← Matrix.mulVec_transpose, hA.eq, dotProduct_comm]
  simp only [Matrix.mulVec_add, Matrix.mulVec_smul, add_dotProduct, dotProduct_add,
    smul_dotProduct, dotProduct_smul, smul_eq_mul]
  linear_combination t * hs
```

For symmetric $A$,

$$\langle x+ty,A(x+ty)\rangle=\langle x,Ax\rangle+2t\langle y,Ax\rangle+t^2\langle y,Ay\rangle .$$

Symmetry makes the two cross terms equal, which is the intermediate fact `hs`.

## The lower bound

```lean
/-- Measured from the lowest eigenvalue, the energy form of `H` is nonnegative. -/
theorem excitation_nonneg {H : Matrix n n ℝ} {E0 : ℝ} (hH : H.IsSymm)
    (h0 : IsGroundEnergy H E0) (x : n → ℝ) : 0 ≤ x ⬝ᵥ shifted H E0 *ᵥ x := by
  have hB : (shifted H E0).IsHermitian := by
    rw [Matrix.IsHermitian, Matrix.conjTranspose_eq_transpose_of_trivial]
    exact hH.sub (Matrix.isSymm_one.smul E0)
  have hpos : (shifted H E0).PosSemidef := by
    rw [hB.posSemidef_iff_eigenvalues_nonneg]
    intro j
    -- an eigenvector of `H - E0` is an eigenvector of `H`
    have hv := hB.mulVec_eigenvectorBasis j
    rw [shifted_mulVec] at hv
    have hmem : ∃ v : n → ℝ, v ≠ 0 ∧ H *ᵥ v = (hB.eigenvalues j + E0) • v := by
      refine ⟨(hB.eigenvectorBasis j).ofLp, ?_, ?_⟩
      · intro h
        apply hB.eigenvectorBasis.orthonormal.ne_zero j
        ext i
        simpa using congrFun h i
      · rw [add_smul]
        exact sub_eq_iff_eq_add.mp hv
    have hle : E0 ≤ hB.eigenvalues j + E0 := h0.2 hmem
    change (0 : ℝ) ≤ hB.eigenvalues j
    linarith
  simpa using hpos.dotProduct_mulVec_nonneg x
```

The statement is $\langle x,(H-E_0)x\rangle\ge0$. By hand, expand $x=\sum_j a_ju_j$ in orthonormal eigenvectors $u_j$ of $H$ with eigenvalues $E_j$. The form becomes $\sum_j(E_j-E_0)a_j^2$, and no term is negative.

Lean diagonalizes $H-E_0$ instead. If $\lambda_j$ is one of its eigenvalues, then $\lambda_j+E_0$ is an eigenvalue of $H$, so $\lambda_j+E_0\ge E_0$ and $\lambda_j\ge0$. A symmetric matrix with nonnegative eigenvalues has a nonnegative quadratic form.

```lean
/-- If `H - η` is negative semidefinite, the functional never falls below `E0 - η`,
whatever the norm of the orbital. -/
theorem functional_lower_bound {H : Matrix n n ℝ} {E0 η : ℝ} (hH : H.IsSymm)
    (h0 : IsGroundEnergy H E0) (hη : ∀ x : n → ℝ, x ⬝ᵥ shifted H η *ᵥ x ≤ 0) (c : n → ℝ) :
    E0 - η ≤ orbitalFunctional H η c := by
  obtain ⟨v, hv, hHv⟩ := h0.1
  have h1 := hη v
  have h2 := excitation_nonneg hH h0 c
  have h3 := hη c
  have hp := normSq_pos hv
  unfold orbitalFunctional
  simp only [shifted_mulVec, hHv, dotProduct_sub, dotProduct_smul, smul_eq_mul] at h1 h2 h3 ⊢
  have he : E0 - η ≤ 0 := by
    by_contra h
    have := mul_pos (not_le.mp h) hp
    linarith
  rcases le_total (c ⬝ᵥ c) 2 with hs | hs
  · -- here `s (2 - s) = 1 - (1 - s)^2` is at most one
    nlinarith [mul_nonneg (sub_nonneg.mpr hs) h2,
      mul_nonneg (neg_nonneg.mpr he) (sq_nonneg (1 - c ⬝ᵥ c))]
  · nlinarith [mul_nonneg (sub_nonneg.mpr hs) (neg_nonneg.mpr h3)]
```

Here $H-\eta$ need only be negative semidefinite, and the conclusion is $F(c)\ge E_0-\eta$ for every $c$. Set

$$s=\langle c,c\rangle,\quad e=E_0-\eta,\quad w=\langle c,(H-E_0)c\rangle,\quad q=\langle c,(H-\eta)c\rangle=w+es .$$

For an eigenvector $v$ at $E_0$, the hypothesis gives $e\langle v,v\rangle\le0$, hence $e\le0$. Direct expansion gives

$$F(c)-e=(2-s)(w+es)-e=(2-s)w-e(1-s)^2 .$$

If $s\le2$, both terms on the right are nonnegative, because $w\ge0$ and $e\le0$. If $s\ge2$, return to $F(c)=(2-s)q$: both factors are nonpositive, so $F(c)\ge0\ge e$.

This argument splits at $s=2$ because multiplying $q\ge es$ by $2-s$ is guaranteed to preserve the inequality only while $2-s\ge0$. The first case alone would leave the region $s>2$ unproved. In Lean, `rcases` makes the split, and `nlinarith` receives the products used above.

## When the bound is attained

```lean
/-- For negative definite `H - η` the functional is at least `E0 - η` for every orbital, with
equality exactly for unit vectors satisfying `H c = E0 c`. -/
theorem functional_minimum {H : Matrix n n ℝ} {E0 η : ℝ} (hH : H.IsSymm)
    (h0 : IsGroundEnergy H E0) (hη : ∀ x : n → ℝ, x ≠ 0 → x ⬝ᵥ shifted H η *ᵥ x < 0)
    (c : n → ℝ) :
    E0 - η ≤ orbitalFunctional H η c ∧
      (orbitalFunctional H η c = E0 - η ↔ c ⬝ᵥ c = 1 ∧ H *ᵥ c = E0 • c) := by
  have hη' : ∀ x : n → ℝ, x ⬝ᵥ shifted H η *ᵥ x ≤ 0 := by
    intro x
    by_cases hx : x = 0
    · simp [hx]
    · exact (hη x hx).le
  refine ⟨functional_lower_bound hH h0 hη' c, ?_, ?_⟩
  · intro hF
    obtain ⟨v, hv, hHv⟩ := h0.1
    have h1 := hη v hv
    have h2 := excitation_nonneg hH h0 c
    have h3 := hη' c
    have hp := normSq_pos hv
    unfold orbitalFunctional at hF
    simp only [shifted_mulVec, hHv, dotProduct_sub, dotProduct_smul, smul_eq_mul] at h1 h2 h3 hF
    have he : E0 - η < 0 := by
      by_contra h
      have := mul_nonneg (not_lt.mp h) hp.le
      linarith
    have hs : c ⬝ᵥ c ≤ 2 := by
      by_contra h
      nlinarith [mul_nonneg (sub_nonneg.mpr (not_le.mp h).le) (neg_nonneg.mpr h3)]
    -- equality forces normalization
    have hsq : (1 - c ⬝ᵥ c) ^ 2 = 0 := by
      have hle : (η - E0) * (1 - c ⬝ᵥ c) ^ 2 ≤ 0 := by
        nlinarith [mul_nonneg (sub_nonneg.mpr hs) h2]
      by_contra hne
      have hpos := lt_of_le_of_ne (sq_nonneg (1 - c ⬝ᵥ c)) (Ne.symm hne)
      have := mul_pos (show 0 < η - E0 by linarith) hpos
      linarith
    have hone : c ⬝ᵥ c = 1 := by
      have := pow_eq_zero_iff (two_ne_zero) |>.mp hsq
      linarith
    refine ⟨hone, ?_⟩
    -- the excitation energy vanishes, so the residual vanishes by a discriminant argument
    have hz : c ⬝ᵥ shifted H E0 *ᵥ c = 0 := by
      simp only [shifted_mulVec, dotProduct_sub, dotProduct_smul, smul_eq_mul]
      rw [hone] at hF ⊢
      linarith
    have hsym : (shifted H E0).IsSymm := hH.sub (Matrix.isSymm_one.smul E0)
    set y := shifted H E0 *ᵥ c with hy
    have hd := discrim_le_zero (a := y ⬝ᵥ shifted H E0 *ᵥ y) (b := 2 * (y ⬝ᵥ y)) (c := 0)
      (fun t => by
        have h := excitation_nonneg hH h0 (c + t • y)
        rw [form_line hsym, ← hy, hz] at h
        linarith)
    have hyy : y ⬝ᵥ y = 0 := by
      unfold discrim at hd
      nlinarith [sq_nonneg (y ⬝ᵥ y)]
    have hy0 := dotProduct_self_eq_zero.mp hyy
    rw [hy, shifted_mulVec] at hy0
    exact sub_eq_zero.mp hy0
  · rintro ⟨hone, hc⟩
    simp only [orbitalFunctional, shifted_mulVec, hc, dotProduct_sub, dotProduct_smul,
      smul_eq_mul, hone]
    ring
```

Now $H-\eta$ is negative definite: the form is strictly negative for every nonzero vector. The theorem repeats the bound and adds that $F(c)=E_0-\eta$ if and only if $\langle c,c\rangle=1$ and $Hc=E_0c$. The symbol `∧` means "and", and `↔` means "if and only if".

Suppose equality holds. Strict negativity on an eigenvector at $E_0$ gives $e<0$. If $s>2$, then $F(c)\ge0>e$, a contradiction, so $s\le2$. The identity above becomes

$$0=(2-s)w-e(1-s)^2,$$

with both terms nonnegative. Since $e<0$, the second forces $s=1$. The first then gives $w=0$. These are `hone` and `hz` in the proof.

It remains to pass from zero excitation energy to the eigenvalue equation. Put $y=(H-E_0)c$. For every real $t$,

$$0\le\langle c+ty,(H-E_0)(c+ty)\rangle=2t\langle y,y\rangle+t^2\langle y,(H-E_0)y\rangle .$$

A quadratic that is nonnegative for all $t$ has nonpositive discriminant, so $4\langle y,y\rangle^2\le0$. Hence $y=0$ and $Hc=E_0c$. Lean uses `form_line` for the expansion and `discrim_le_zero` for the discriminant.

Conversely, if $s=1$ and $Hc=E_0c$, then $F(c)=(2-1)(E_0-\eta)=E_0-\eta$. The ground level may be degenerate; every unit vector in its eigenspace is then a minimizer.

The proof uses strict negativity only to obtain $e<0$. The same argument therefore works when $H-\eta$ is negative semidefinite and $E_0<\eta$. Semidefiniteness alone is not enough: for one basis function with $H=(0)$ and $\eta=0$, $F(c)=0=E_0-\eta$ for every $c$, and normalization is no longer enforced.

## What happens when $\eta$ is too low

```lean
/-- The functional is bounded below exactly when `H - η` is negative semidefinite. -/
theorem bounded_below_iff {H : Matrix n n ℝ} {E0 η : ℝ} (hH : H.IsSymm)
    (h0 : IsGroundEnergy H E0) :
    (∃ m : ℝ, ∀ c, m ≤ orbitalFunctional H η c) ↔
      ∀ x : n → ℝ, x ⬝ᵥ shifted H η *ᵥ x ≤ 0 := by
  refine ⟨?_, fun h => ⟨E0 - η, functional_lower_bound hH h0 h⟩⟩
  rintro ⟨m, hm⟩ x
  by_contra hx
  have hq := not_le.mp hx
  have hs : 0 < x ⬝ᵥ x := normSq_pos (by rintro rfl; simp at hq)
  -- stretch the offending orbital by a large factor `t`
  obtain ⟨t, ht1, ht2, ht3⟩ : ∃ t : ℝ, 1 ≤ t ∧ 3 / (x ⬝ᵥ x) ≤ t ∧
      (|m| + 1) / (x ⬝ᵥ shifted H η *ᵥ x) ≤ t :=
    ⟨max 1 (max (3 / (x ⬝ᵥ x)) ((|m| + 1) / (x ⬝ᵥ shifted H η *ᵥ x))), le_max_left _ _,
      (le_max_left _ _).trans (le_max_right _ _), (le_max_right _ _).trans (le_max_right _ _)⟩
  rw [div_le_iff₀ hs] at ht2
  rw [div_le_iff₀ hq] at ht3
  have h := hm (t • x)
  simp only [orbitalFunctional, Matrix.mulVec_smul, smul_dotProduct, dotProduct_smul,
    smul_eq_mul] at h
  generalize x ⬝ᵥ shifted H η *ᵥ x = q at *
  generalize x ⬝ᵥ x = s at *
  have htt : t ≤ t ^ 2 := by nlinarith
  have h1 : 3 ≤ t ^ 2 * s := ht2.trans (mul_le_mul_of_nonneg_right htt hs.le)
  have h2 : |m| + 1 ≤ t ^ 2 * q := ht3.trans (mul_le_mul_of_nonneg_right htt hq.le)
  have h3 : 0 ≤ t ^ 2 * q := by positivity
  nlinarith [mul_nonneg (sub_nonneg.mpr h1) h3, neg_abs_le m]
```

The left side says that some number $m$ lies below all values of $F$; the right side says that $H-\eta$ is negative semidefinite. The lower bound gives one direction, with $m=E_0-\eta$.

For the other, suppose $m$ is a lower bound but $q=\langle x,(H-\eta)x\rangle>0$ for some $x$. With $s=\langle x,x\rangle>0$,

$$F(tx)=(2-t^2s)\,t^2q .$$

Choose $t$ at least as large as $1$, $3/s$ and $(|m|+1)/q$. Since $t^2\ge t$, this gives $t^2s\ge3$ and $t^2q\ge|m|+1$. Therefore $F(tx)\le-t^2q\le-|m|-1<m$, a contradiction. The nested `max` in the code constructs this $t$.

For a concrete failure, take $H=\mathrm{diag}(-1,1)$ and $\eta=0$, so that the reference lies between the two levels. At $c=(0,2)$ the functional is $(2-4)\cdot4=-8$, below $E_0-\eta=-1$, and along $(0,t)$ it tends to $-\infty$.

## Stationary points

```lean
/-- The slope of the functional at `c` in the direction `d`. -/
theorem hasDerivAt_functional {H : Matrix n n ℝ} (hH : H.IsSymm) (η : ℝ) (c d : n → ℝ) :
    HasDerivAt (fun t : ℝ => orbitalFunctional H η (c + t • d))
      (2 * ((2 - c ⬝ᵥ c) * (d ⬝ᵥ shifted H η *ᵥ c)
        - (d ⬝ᵥ c) * (c ⬝ᵥ shifted H η *ᵥ c))) 0 := by
  have quad : ∀ α β γ : ℝ,
      HasDerivAt (fun t : ℝ => α + 2 * t * β + t ^ 2 * γ) (2 * β) 0 := by
    intro α β γ
    have h := ((((hasDerivAt_id' (0 : ℝ)).const_mul 2).mul_const β).const_add α).fun_add
      (((hasDerivAt_id' (0 : ℝ)).fun_pow 2).mul_const γ)
    exact h.congr_deriv (by simp)
  have hsym : (shifted H η).IsSymm := hH.sub (Matrix.isSymm_one.smul η)
  have hf : (fun t : ℝ => orbitalFunctional H η (c + t • d)) = fun t : ℝ =>
      (2 - (c ⬝ᵥ c + 2 * t * (d ⬝ᵥ c) + t ^ 2 * (d ⬝ᵥ d))) *
      (c ⬝ᵥ shifted H η *ᵥ c + 2 * t * (d ⬝ᵥ shifted H η *ᵥ c)
        + t ^ 2 * (d ⬝ᵥ shifted H η *ᵥ d)) := by
    funext t
    have h1 := form_line (Matrix.isSymm_one (n := n) (α := ℝ)) c d t
    simp only [Matrix.one_mulVec] at h1
    rw [orbitalFunctional, form_line hsym, h1]
  rw [hf]
  have h := ((quad (c ⬝ᵥ c) (d ⬝ᵥ c) (d ⬝ᵥ d)).const_sub 2).fun_mul
    (quad (c ⬝ᵥ shifted H η *ᵥ c) (d ⬝ᵥ shifted H η *ᵥ c) (d ⬝ᵥ shifted H η *ᵥ d))
  refine h.congr_deriv ?_
  ring
```

`HasDerivAt f f' 0` says that the function `f` has derivative `f'` at $t=0$. Write $A=H-\eta$. Expanding both factors along the line $c+td$ gives

$$F(c+td)=\bigl(2-s-2t\langle d,c\rangle-t^2\langle d,d\rangle\bigr)\bigl(q+2t\langle d,Ac\rangle+t^2\langle d,Ad\rangle\bigr),$$

where $s=\langle c,c\rangle$ and $q=\langle c,Ac\rangle$. The product rule at $t=0$ yields

$$2\bigl((2-s)\langle d,Ac\rangle-\langle d,c\rangle q\bigr).$$

In the code, `quad` differentiates one quadratic, `hf` performs the expansion, and `fun_mul` is the product rule.

```lean
/-- For negative definite `H - η` the stationary points of the functional are the zero vector
and the normalized eigenvectors of `H`. -/
theorem stationary_iff {H : Matrix n n ℝ} {η : ℝ} (hH : H.IsSymm)
    (hη : ∀ x : n → ℝ, x ≠ 0 → x ⬝ᵥ shifted H η *ᵥ x < 0) (c : n → ℝ) :
    (∀ d : n → ℝ, HasDerivAt (fun t : ℝ => orbitalFunctional H η (c + t • d)) 0 0) ↔
      c = 0 ∨ (c ⬝ᵥ c = 1 ∧ ∃ E : ℝ, H *ᵥ c = E • c) := by
  constructor
  · intro h
    by_cases hc : c = 0
    · exact Or.inl hc
    right
    have hg := fun d => (hasDerivAt_functional hH η c d).unique (h d)
    have hq := hη c hc
    -- the slope along `c` itself fixes the norm
    have hone : c ⬝ᵥ c = 1 := by
      have h1 : (c ⬝ᵥ shifted H η *ᵥ c) * (1 - c ⬝ᵥ c) = 0 := by
        linear_combination (1 / 4) * hg c
      rcases mul_eq_zero.mp h1 with h2 | h2
      · exact absurd h2 hq.ne
      · linarith
    refine ⟨hone, c ⬝ᵥ shifted H η *ᵥ c + η, ?_⟩
    -- the slope along the residual makes the residual vanish
    have hr : shifted H η *ᵥ c - (c ⬝ᵥ shifted H η *ᵥ c) • c = 0 := by
      apply dotProduct_self_eq_zero.mp
      have h1 := hg (shifted H η *ᵥ c - (c ⬝ᵥ shifted H η *ᵥ c) • c)
      rw [hone] at h1
      rw [dotProduct_sub, dotProduct_smul, smul_eq_mul]
      linear_combination (1 / 2) * h1
    have h2 := sub_eq_zero.mp hr
    have h3 := shifted_mulVec H η c
    rw [add_smul, ← h2, h3]
    abel
  · rintro (rfl | ⟨hone, E, hE⟩) d
    · exact (hasDerivAt_functional hH η 0 d).congr_deriv (by simp)
    · refine (hasDerivAt_functional hH η c d).congr_deriv ?_
      simp only [shifted_mulVec, hE, dotProduct_sub, dotProduct_smul, smul_eq_mul, hone]
      ring

end OneOrbitalDirectMinimization
```

Stationarity means zero slope at $c$ in every direction $d$. For negative definite $H-\eta$, this holds exactly when $c=0$ or $c$ is a normalized eigenvector of $H$, at any eigenvalue $E$.

Let $c\neq0$ be stationary. Taking $d=c$ gives $4(1-s)q=0$, and $q<0$, so $s=1$. The remaining condition is $\langle d,Ac-qc\rangle=0$ for all $d$. Choosing $d=Ac-qc$ makes the squared norm of this residual zero, so $Ac=qc$ and $Hc=(q+\eta)c$. Lean makes the same two choices of direction.

Conversely, the slope formula vanishes at $c=0$. For a unit vector with $Hc=Ec$, it becomes $2\bigl((E-\eta)\langle d,c\rangle-\langle d,c\rangle(E-\eta)\bigr)=0$.

A minimization algorithm that stops at zero slope may therefore have found an excited eigenvector or the zero vector instead of a minimum. The theorem does not classify these points as maxima or saddles, and it says nothing about the convergence of an algorithm. Several orbitals, a nonorthogonal basis and a Hamiltonian that depends on the density are not covered.

```lean
#print axioms OneOrbitalDirectMinimization.functional_minimum
#print axioms OneOrbitalDirectMinimization.bounded_below_iff
#print axioms OneOrbitalDirectMinimization.stationary_iff
```

```
'OneOrbitalDirectMinimization.functional_minimum' depends on axioms: [propext, Classical.choice, Quot.sound]
'OneOrbitalDirectMinimization.bounded_below_iff' depends on axioms: [propext, Classical.choice, Quot.sound]
'OneOrbitalDirectMinimization.stationary_iff' depends on axioms: [propext, Classical.choice, Quot.sound]
```
